# A system started in a stable level coupled to one level of decay rate G: its mean lifetime is the inverse golden-rule rate plus 2/G

Set $\hbar=1$. A stable level at energy zero is coupled by $v>0$ to a second level at the same energy, which loses population at rate $G=4v$. Start in the stable level and write $x=vt$. The amplitudes are $(1+x)e^{-x}$ and $-ixe^{-x}$, so the probability of no decay up to time $t$ is

$$N(t)=(1+2x+2x^2)e^{-2x}.$$

Its integral over $t>0$ is the mean lifetime of the system, which counts the time spent in either level. It can be read off from

$$Q(t)=\frac{3+4x+2x^2}{2v}\,e^{-2x},\qquad \frac{dQ}{dt}=-N,$$

because $Q$ vanishes at late times, which leaves $Q(0)=3/(2v)$. The golden-rule rate here is $v$, and $3/(2v)=1/v+2/G$.

For general $v\neq0$, $G>0$ and detuning $d$, a quadratic form in the amplitudes plays the part of $Q$, and the solution itself is not needed.

## The model and its golden-rule rate

```lean
import Mathlib

open Matrix MeasureTheory Set Filter Topology

namespace GoldenRuleLifetime

noncomputable section
```

Below, $a$ and $b$ are the amplitudes of the stable and the decaying level. Lean numbers them 0 and 1.

```lean
/-- Effective Hamiltonian (with ħ = 1) of a level at energy zero, coupled by `v` to a level
at energy `d` that decays at rate `G`. -/
def effH (v d G : ℝ) : Matrix (Fin 2) (Fin 2) ℂ :=
  !![0, (v : ℂ); (v : ℂ), (d : ℂ) - Complex.I * ((G / 2 : ℝ) : ℂ)]
```

This is the matrix

$$H=\begin{pmatrix}0&v\\ v&d-iG/2\end{pmatrix}.$$

The term $-iG/2$ is postulated. It stands for irreversible loss into channels that are not modelled: left alone, the second level would have population $e^{-Gt}$.

```lean
/-- The amplitudes `c` obey the Schrödinger equation `i c' = H c` at all times. -/
def Evolves (v d G : ℝ) (c : ℝ → Fin 2 → ℂ) : Prop :=
  ∀ t : ℝ, HasDerivAt c ((-Complex.I) • (effH v d G *ᵥ c t)) t
```

`Evolves` says that $c'=-iHc$ at every real time; `*ᵥ` is matrix times vector. With $z=iG/2-d$, the components read

$$a'=-ivb,\qquad b'=-iva+izb.$$

The lifetime theorems take such a solution as given.

```lean
/-- Squared norm of the state. For an evolution with positive `G` from a normalised initial state,
it is the probability that the system has not yet decayed. -/
def survival (c : Fin 2 → ℂ) : ℝ := ‖c 0‖ ^ 2 + ‖c 1‖ ^ 2
```

Here `c` is a single state, so `c 0` is the amplitude $a$. For a trajectory, `c 0` is the state at time zero and `c t 0` is $a(t)$. The quantity $N=|a|^2+|b|^2$ is a probability when the initial state is normalised.

```lean
/-- Golden-rule rate `2π v² ρ`, where `ρ` is the Lorentzian density of states of width `G` at
detuning `d`, for positive `G`. -/
def goldenRuleRate (v d G : ℝ) : ℝ :=
  2 * Real.pi * v ^ 2 * ((G / 2) / (Real.pi * (d ^ 2 + (G / 2) ^ 2)))
```

The rate is $\Gamma=2\pi v^2\rho$ with the normalised Lorentzian

$$\rho=\frac{1}{\pi}\,\frac{G/2}{d^2+(G/2)^2}.$$

The broadened level serves as the continuum. This density is put in by definition and not derived from $H$.

```lean
/-- A quadratic form on states, for nonzero `v` and `G`, built to decrease at the rate given by the
squared norm `survival`. -/
def lifetimeForm (v d G : ℝ) (c : Fin 2 → ℂ) : ℝ :=
  (2 * ‖c 0‖ ^ 2 + ‖c 1‖ ^ 2 +
    ‖(v : ℂ) * c 1 + (Complex.I * ((G / 2 : ℝ) : ℂ) - (d : ℂ)) * c 0‖ ^ 2 / v ^ 2) / G
```

In ordinary notation,

$$Q=\frac1G\left(2|a|^2+|b|^2+\frac{|w|^2}{v^2}\right),\qquad w=vb+za.$$

```lean
variable {v d G : ℝ} {c : ℝ → Fin 2 → ℂ}

/-- For nonzero `v` and positive `G`, the golden-rule rate is positive and its inverse is
`(G² + 4d²) / (4v²G)`. -/
theorem inv_goldenRuleRate (hv : v ≠ 0) (hG : 0 < G) :
    0 < goldenRuleRate v d G ∧
      (goldenRuleRate v d G)⁻¹ = (G ^ 2 + 4 * d ^ 2) / (4 * v ^ 2 * G) := by
  refine ⟨by unfold goldenRuleRate; positivity, ?_⟩
  have h : d ^ 2 + (G / 2) ^ 2 = (G ^ 2 + 4 * d ^ 2) / 4 := by ring
  have hne : G ^ 2 + 4 * d ^ 2 ≠ 0 := by positivity
  have hpi := Real.pi_ne_zero
  rw [goldenRuleRate, h]
  field_simp
```

Cancelling $\pi$ gives $\Gamma=4v^2G/(G^2+4d^2)$, which is positive, and inverting it gives the stated expression. `positivity` proves the sign and `field_simp` clears the fractions.

## A quadratic form that falls at the rate N

```lean
/-- Along the evolution, for nonzero `v` and positive `G`, the time derivative of the quadratic form
is minus the squared norm `survival`. -/
theorem hasDerivAt_lifetimeForm (hv : v ≠ 0) (hG : 0 < G) (hc : Evolves v d G c) (t : ℝ) :
    HasDerivAt (fun s => lifetimeForm v d G (c s)) (-survival (c t)) t := by
  have h := hasDerivAt_pi.1 (hc t)
  -- the two amplitude equations
  have h0 : HasDerivAt (fun s => c s 0) (-Complex.I * ((v : ℂ) * c t 1)) t := by
    refine (h 0).congr_deriv ?_
    simp [effH, dotProduct, Fin.sum_univ_two]
  have h1 : HasDerivAt (fun s => c s 1) (-Complex.I * ((v : ℂ) * c t 0 +
      ((d : ℂ) - Complex.I * ((G / 2 : ℝ) : ℂ)) * c t 1)) t := by
    refine (h 1).congr_deriv ?_
    simp [effH, dotProduct, Fin.sum_univ_two]
  have h2 := (h1.const_mul (v : ℂ)).fun_add
    (h0.const_mul (Complex.I * ((G / 2 : ℝ) : ℂ) - (d : ℂ)))
  unfold lifetimeForm
  refine ((((h0.norm_sq.const_mul 2).fun_add h1.norm_sq).fun_add
    (h2.norm_sq.div_const (v ^ 2))).div_const G).congr_deriv ?_
  -- an identity between real and imaginary parts
  simp only [survival, Complex.inner, Complex.sq_norm, Complex.normSq_apply, Complex.mul_re,
    Complex.mul_im, Complex.add_re, Complex.add_im, Complex.sub_re, Complex.sub_im,
    Complex.neg_re, Complex.neg_im, Complex.I_re, Complex.I_im, Complex.ofReal_re,
    Complex.ofReal_im, Complex.conj_re, Complex.conj_im]
  field_simp
  ring
```

The combination $w$ has a simple derivative, since the terms in $b$ cancel:

$$w'=vb'+za'=-iv^2a+ivzb-ivzb=-iv^2a.$$

Using $\frac{d}{dt}|f|^2=2\,\mathrm{Re}(\bar f f')$,

$$\begin{aligned}
\tfrac{d}{dt}|a|^2&=2v\,\mathrm{Im}(\bar ab),\\
\tfrac{d}{dt}|b|^2&=-2v\,\mathrm{Im}(\bar ab)-G|b|^2,\\
\tfrac{1}{v^2}\tfrac{d}{dt}|w|^2&=2\,\mathrm{Im}(a\bar w)=-2v\,\mathrm{Im}(\bar ab)-G|a|^2.
\end{aligned}$$

Twice the first line plus the other two is $-G(|a|^2+|b|^2)$. Division by $G$ gives $Q'=-N$.

In Lean, `h0` and `h1` are the amplitude equations and `h2` differentiates $w$. `norm_sq` supplies the derivative of each squared modulus. The final identity is expanded into real and imaginary parts and closed by `ring`.

```lean
/-- For nonzero `v` and positive `G`, the quadratic form is at most a fixed multiple of the squared
norm `survival`. -/
theorem lifetimeForm_le (d : ℝ) (hv : v ≠ 0) (hG : 0 < G) :
    ∃ K > 0, ∀ x : Fin 2 → ℂ, lifetimeForm v d G x ≤ K * survival x := by
  set z : ℂ := Complex.I * ((G / 2 : ℝ) : ℂ) - (d : ℂ) with hz
  have hm : 0 ≤ ‖z‖ ^ 2 / v ^ 2 := by positivity
  refine ⟨(3 + 2 * (‖z‖ ^ 2 / v ^ 2)) / G, by positivity, fun x => ?_⟩
  have n1 : ‖(v : ℂ) * x 1‖ ^ 2 = v ^ 2 * ‖x 1‖ ^ 2 := by
    rw [norm_mul, mul_pow, Complex.norm_real, Real.norm_eq_abs, sq_abs]
  have n2 : ‖z * x 0‖ ^ 2 = ‖z‖ ^ 2 * ‖x 0‖ ^ 2 := by rw [norm_mul, mul_pow]
  have hx : ‖(v : ℂ) * x 1 + z * x 0‖ ^ 2 / v ^ 2 ≤
      2 * ‖x 1‖ ^ 2 + 2 * (‖z‖ ^ 2 / v ^ 2) * ‖x 0‖ ^ 2 := by
    have e : (2 * ‖x 1‖ ^ 2 + 2 * (‖z‖ ^ 2 / v ^ 2) * ‖x 0‖ ^ 2) * v ^ 2 =
        2 * (v ^ 2 * ‖x 1‖ ^ 2) + 2 * (‖z‖ ^ 2 * ‖x 0‖ ^ 2) := by
      field_simp
    rw [div_le_iff₀ (by positivity), e, ← n1, ← n2]
    nlinarith [pow_le_pow_left₀ (norm_nonneg _) (norm_add_le ((v : ℂ) * x 1) (z * x 0)) 2,
      sq_nonneg (‖(v : ℂ) * x 1‖ - ‖z * x 0‖)]
  rw [lifetimeForm, ← hz, survival, div_mul_eq_mul_div]
  refine div_le_div_of_nonneg_right ?_ hG.le
  nlinarith [mul_nonneg hm (sq_nonneg ‖x 1‖), sq_nonneg ‖x 0‖]
```

From $|w|^2\le 2v^2|b|^2+2|z|^2|a|^2$ it follows that

$$Q\le KN,\qquad K=\frac{3+2|z|^2/v^2}{G}.$$

The inequality for $|w|^2$ is `hx`, proved from the triangle inequality and the square $(|vb|-|za|)^2\ge0$.

```lean
/-- For nonzero `v` and positive `G`, the quadratic form tends to zero at late times. -/
theorem tendsto_lifetimeForm (hv : v ≠ 0) (hG : 0 < G) (hc : Evolves v d G c) :
    Tendsto (fun t => lifetimeForm v d G (c t)) atTop (𝓝 0) := by
  obtain ⟨K, hK, hb⟩ := lifetimeForm_le d hv hG
  have hd := fun t : ℝ => (hasDerivAt_lifetimeForm hv hG hc t).fun_mul
    ((hasDerivAt_id' t).div_const K).exp
  -- the form times exp(t/K) never increases
  have anti := antitone_of_deriv_nonpos (fun t => (hd t).differentiableAt) fun t => by
    rw [(hd t).deriv]
    have h := (div_le_iff₀' hK).2 (hb (c t))
    have h' := mul_le_mul_of_nonneg_right h (Real.exp_pos (t / K)).le
    linear_combination h'
  have lim : Tendsto (fun t : ℝ => lifetimeForm v d G (c 0) * Real.exp (-(t / K)))
      atTop (𝓝 0) := by
    have h := (Real.tendsto_exp_neg_atTop_nhds_zero.comp
      (tendsto_id.atTop_div_const hK)).const_mul (lifetimeForm v d G (c 0))
    rw [mul_zero] at h
    exact h
  refine squeeze_zero' (Eventually.of_forall fun t => ?_) ?_ lim
  · unfold lifetimeForm
    positivity
  · filter_upwards [eventually_ge_atTop 0] with t ht
    have h := anti ht
    simp only [zero_div, Real.exp_zero, mul_one] at h
    rw [Real.exp_neg, ← div_eq_mul_inv, le_div_iff₀ (Real.exp_pos _)]
    exact h
```

The bound turns $Q'=-N$ into exponential decay:

$$\frac{d}{dt}\left(Qe^{t/K}\right)=e^{t/K}\left(\frac QK-N\right)\le0,$$

so $0\le Q(t)\le Q(0)e^{-t/K}$ for $t\ge0$. The step `anti` is the monotonicity, `lim` is the limit of the upper bound, and `squeeze_zero'` traps $Q$ between that bound and zero.

```lean
/-- For any initial state, nonzero `v` and positive `G`, the squared norm `survival` is integrable
over positive times and its integral is the quadratic form of that state. -/
theorem lifetime_of_state (hv : v ≠ 0) (hG : 0 < G) (hc : Evolves v d G c) :
    IntegrableOn (fun t => survival (c t)) (Ioi 0) ∧
      ∫ t in Ioi (0 : ℝ), survival (c t) = lifetimeForm v d G (c 0) := by
  have hder : ∀ t ∈ Ici (0 : ℝ), HasDerivAt (fun s => lifetimeForm v d G (c s))
      (-survival (c t)) t := fun t _ => hasDerivAt_lifetimeForm hv hG hc t
  have hneg : ∀ t ∈ Ioi (0 : ℝ), -survival (c t) ≤ 0 := fun t _ => by
    have : 0 ≤ survival (c t) := by unfold survival; positivity
    linarith
  have lim := tendsto_lifetimeForm hv hG hc
  constructor
  · have h := integrableOn_Ioi_deriv_of_nonpos' hder hneg lim
    exact (Integrable.neg h).congr (Eventually.of_forall fun t => neg_neg _)
  · have h := integral_Ioi_of_hasDerivAt_of_nonpos' hder hneg lim
    rw [integral_neg] at h
    linarith
```

The fundamental theorem of calculus gives

$$\int_0^T N\,dt=Q(0)-Q(T)\longrightarrow Q(0)\qquad(T\to\infty).$$

Because $N\ge0$, this also shows that $N$ is integrable on `Ioi 0`, the interval $(0,\infty)$. The two Mathlib lemmas used are the half-line versions for a derivative of constant sign. The initial state is arbitrary; for a normalised one the integral is the mean lifetime.

## Lifetimes from the two levels

```lean
/-- Started in the stable level, with nonzero `v` and positive `G`, the system has a finite
mean lifetime equal to the inverse golden-rule rate plus `2/G`. -/
theorem lifetime_eq_inv_goldenRuleRate_add (hv : v ≠ 0) (hG : 0 < G)
    (hc : Evolves v d G c) (h0 : c 0 = ![1, 0]) :
    IntegrableOn (fun t => survival (c t)) (Ioi 0) ∧
      ∫ t in Ioi (0 : ℝ), survival (c t) = (goldenRuleRate v d G)⁻¹ + 2 / G := by
  obtain ⟨hi, h⟩ := lifetime_of_state hv hG hc
  refine ⟨hi, ?_⟩
  rw [h, h0, (inv_goldenRuleRate hv hG).2]
  simp only [lifetimeForm, Matrix.cons_val_zero, Matrix.cons_val_one, Complex.sq_norm,
    Complex.normSq_apply, Complex.mul_re, Complex.mul_im, Complex.add_re, Complex.add_im,
    Complex.sub_re, Complex.sub_im, Complex.I_re, Complex.I_im, Complex.ofReal_re,
    Complex.ofReal_im, Complex.one_re, Complex.one_im, Complex.zero_re, Complex.zero_im]
  field_simp
  ring
```

Put $a=1$, $b=0$. Then $w=z$ and $|z|^2=d^2+G^2/4$, so

$$Q(0)=\frac{2+|z|^2/v^2}{G}=\frac{G^2+4d^2}{4v^2G}+\frac2G=\frac1\Gamma+\frac2G.$$

The Lean proof substitutes the initial state into the form, inserts the inverse rate and checks the same algebra.

For this two-level model with one Lorentzian, the formula gives the error made when a golden-rule rate is converted into a lifetime. Relative to $1/\Gamma$ the excess is $8v^2/(G^2+4d^2)$, which is small when the coupling is weak compared with the width or the detuning. With $v=1$, $d=0$ and $G=20$ in some energy unit, the golden rule gives $5$ inverse units and the full lifetime is $5.1$.

In a calculation with a larger effective Hamiltonian whose eigenvalues all have negative imaginary part, the same step is a linear matrix equation. One solves $i(XH-H^\dagger X)=1$ for a Hermitian $X$ and evaluates $c(0)^\dagger Xc(0)$, with no propagation in time.

```lean
/-- Started in the decaying level, with nonzero `v` and positive `G`, the system has mean
lifetime `2/G`, whatever the coupling and the detuning. -/
theorem lifetime_from_decaying_level (hv : v ≠ 0) (hG : 0 < G)
    (hc : Evolves v d G c) (h0 : c 0 = ![0, 1]) :
    ∫ t in Ioi (0 : ℝ), survival (c t) = 2 / G := by
  rw [(lifetime_of_state hv hG hc).2, h0]
  simp only [lifetimeForm, Matrix.cons_val_zero, Matrix.cons_val_one, mul_zero, add_zero,
    mul_one, norm_zero, norm_one, Complex.norm_real, Real.norm_eq_abs, sq_abs]
  field_simp
  norm_num
```

Put $a=0$, $b=1$. Then $w=v$, and $Q(0)=(1+1)/G=2/G$. The excess over the golden-rule value is therefore the lifetime of a system started in the decaying level. The coupling may be as weak as one likes, but at $v=0$ that lifetime would be $1/G$.

```lean
/-- Started in the stable level, with nonzero `v` and positive `G`, the system lives on
average at least `√(d² + 2v²)/v²`, with equality exactly when `G = 2√(d² + 2v²)`. -/
theorem shortest_lifetime (hv : v ≠ 0) (hG : 0 < G)
    (hc : Evolves v d G c) (h0 : c 0 = ![1, 0]) :
    Real.sqrt (d ^ 2 + 2 * v ^ 2) / v ^ 2 ≤ ∫ t in Ioi (0 : ℝ), survival (c t) ∧
      (∫ t in Ioi (0 : ℝ), survival (c t) = Real.sqrt (d ^ 2 + 2 * v ^ 2) / v ^ 2 ↔
        G = 2 * Real.sqrt (d ^ 2 + 2 * v ^ 2)) := by
  have hs : Real.sqrt (d ^ 2 + 2 * v ^ 2) ^ 2 = d ^ 2 + 2 * v ^ 2 :=
    Real.sq_sqrt (by positivity)
  rw [(lifetime_eq_inv_goldenRuleRate_add hv hG hc h0).2, (inv_goldenRuleRate hv hG).2]
  generalize Real.sqrt (d ^ 2 + 2 * v ^ 2) = s at hs ⊢
  -- complete the square in G
  have key : (G ^ 2 + 4 * d ^ 2) / (4 * v ^ 2 * G) + 2 / G =
      s / v ^ 2 + (G - 2 * s) ^ 2 / (4 * v ^ 2 * G) := by
    have hd : d ^ 2 = s ^ 2 - 2 * v ^ 2 := by linarith
    rw [hd]
    field_simp
    ring
  rw [key]
  refine ⟨le_add_of_nonneg_right (by positivity), fun h => ?_, fun h => ?_⟩
  · have hz : (G - 2 * s) ^ 2 / (4 * v ^ 2 * G) = 0 := by linarith
    have hq := (div_eq_zero_iff.1 hz).resolve_right (by positivity)
    have := (pow_eq_zero_iff two_ne_zero).1 hq
    linarith
  · have hz : G - 2 * s = 0 := by linarith
    rw [hz]
    simp
```

Now fix $v$ and $d$ and vary $G$. With $s=\sqrt{d^2+2v^2}$,

$$\frac{G^2+4d^2}{4v^2G}+\frac2G=\frac{G^2+4s^2}{4v^2G}=\frac{s}{v^2}+\frac{(G-2s)^2}{4v^2G}.$$

The last term is non-negative and vanishes exactly when $G=2s$. Beyond that value, faster loss from the second level makes the system live longer. The proof names the square root `s`, establishes this identity as `key`, and treats the two directions of the equivalence separately.

## An explicit solution

```lean
/-- The amplitudes `(1 + vt) exp(-vt)` and `-i v t exp(-vt)`. -/
def criticalState (v t : ℝ) : Fin 2 → ℂ :=
  ![(((1 + v * t) * Real.exp (-(v * t)) : ℝ) : ℂ),
    -Complex.I * ((v * t * Real.exp (-(v * t)) : ℝ) : ℂ)]
```

These are the amplitudes of the opening example, now written for any real $v$.

```lean
/-- At zero detuning and `G = 4v`, the amplitudes `criticalState` solve the Schrödinger
equation and start in the stable level. -/
theorem evolves_witness (v : ℝ) :
    Evolves v 0 (4 * v) (criticalState v) ∧ criticalState v 0 = ![1, 0] := by
  constructor
  · intro t
    have hl : HasDerivAt (fun s : ℝ => v * s) (v * 1) t := (hasDerivAt_id' t).const_mul v
    have he := hl.fun_neg.exp
    have f0 := ((hl.const_add 1).fun_mul he).ofReal_comp
    have f1 := ((hl.fun_mul he).ofReal_comp).const_mul (-Complex.I)
    have w0 : criticalState v t 0 = (((1 + v * t) * Real.exp (-(v * t)) : ℝ) : ℂ) := rfl
    have w1 : criticalState v t 1 =
        -Complex.I * ((v * t * Real.exp (-(v * t)) : ℝ) : ℂ) := rfl
    have g0 : ((-Complex.I) • (effH v 0 (4 * v) *ᵥ criticalState v t)) 0 =
        -Complex.I * ((v : ℂ) * criticalState v t 1) := by
      simp [effH, dotProduct, Fin.sum_univ_two]
    have g1 : ((-Complex.I) • (effH v 0 (4 * v) *ᵥ criticalState v t)) 1 =
        -Complex.I * ((v : ℂ) * criticalState v t 0 +
          (((0 : ℝ) : ℂ) - Complex.I * ((4 * v / 2 : ℝ) : ℂ)) * criticalState v t 1) := by
      simp [effH, dotProduct, Fin.sum_univ_two]
    refine hasDerivAt_pi.2 (Fin.forall_fin_two.2 ⟨f0.congr_deriv ?_, f1.congr_deriv ?_⟩)
    · rw [g0, w1]
      push_cast
      linear_combination (-((v : ℂ) ^ 2 * t * Complex.exp (-(v * t)))) * Complex.I_sq
    · rw [g1, w0, w1]
      push_cast
      linear_combination
        (2 * Complex.I * (v : ℂ) ^ 2 * t * Complex.exp (-(v * t))) * Complex.I_sq
  · ext i
    fin_cases i <;> simp [criticalState]

end

end GoldenRuleLifetime
```

Differentiation gives

$$a'=-v^2te^{-vt}=-ivb,\qquad b'=-iv(1-vt)e^{-vt}=-iva-2vb,$$

which are the amplitude equations for $d=0$ and $G=4v$. At $t=0$ the state is $(1,0)$. For $v>0$ this solution meets every condition of the lifetime theorem for the stable level. In the code, `f0` and `f1` are the derivatives, `g0` and `g1` are the components of $-iHc$, and each `linear_combination` uses $i^2=-1$ to match them.

```lean
#print axioms GoldenRuleLifetime.lifetime_eq_inv_goldenRuleRate_add
-- 'GoldenRuleLifetime.lifetime_eq_inv_goldenRuleRate_add' depends on axioms: [propext, Classical.choice, Quot.sound]
#print axioms GoldenRuleLifetime.lifetime_from_decaying_level
-- 'GoldenRuleLifetime.lifetime_from_decaying_level' depends on axioms: [propext, Classical.choice, Quot.sound]
#print axioms GoldenRuleLifetime.shortest_lifetime
-- 'GoldenRuleLifetime.shortest_lifetime' depends on axioms: [propext, Classical.choice, Quot.sound]
```
